# A logarithmic line shape diverges to +∞ at the lower edge of its energy window

For real numbers a < b, the lemma `lower_edge` says that log((b − x)/(x − a)) tends to +∞ as x approaches a from above. In physical terms, x is an energy, a and b are the edges of a window, and the logarithm is a line shape that grows without bound as the energy nears the lower edge from inside. The formula is taken as given; the lemma does not derive it from a model of a physical system. The proof splits the logarithm into log(b − x), which tends to the finite value log(b − a), and −log(x − a), which tends to +∞ because x − a tends to 0 through positive values.

An attempt in Lean 4 with a fault in it:

```lean
import Mathlib

open MeasureTheory Set Filter Topology

namespace BiasWindowLineShape

noncomputable section

/-- The line shape diverges to `+∞` as the energy approaches the lower window edge
from inside. -/
theorem lower_edge {a b : ℝ} (hab : a < b) :
    Tendsto (fun x : ℝ => Real.log ((b - x) / (x - a))) (𝓝[>] a) atTop := by
  have h1 : Tendsto (fun x : ℝ => x - a) (𝓝[>] a) (𝓝[>] 0) := by
    refine tendsto_nhdsWithin_iff.mpr ⟨?_, ?_⟩
    · have h : ContinuousAt (fun x : ℝ => x - a) a := by fun_prop
      have h' : Tendsto (fun x : ℝ => x - a) (𝓝[>] a) (𝓝 (a - a)) :=
        h.tendsto.mono_left nhdsWithin_le_nhds
      rwa [sub_self] at h'
    · filter_upwards [self_mem_nhdsWithin] with x hx
      exact sub_pos.mpr hx
  have h0 : ContinuousAt (fun x : ℝ => Real.log (b - x)) a :=
    ContinuousAt.log (by fun_prop) (sub_pos.mpr hab).ne'
  have h2 : Tendsto (fun x : ℝ => Real.log (b - x)) (𝓝[>] a) (𝓝 (Real.log (b - a))) :=
    h0.tendsto.mono_left nhdsWithin_le_nhds
  have h3 := tendsto_neg_atBot_atTop.comp (Real.tendsto_log_nhdsGT_zero.comp h1)
  refine (h2.add_atTop h3).congr' ?_
  filter_upwards [Ioo_mem_nhdsGT hab] with x hx
  simp only [Function.comp_apply]
  rw [Real.log_div (sub_pos.mpr hx.2).ne' (sub_pos.mpr hx.1).ne']
  ring

end

end BiasWindowLineShape
```

Messages:

```
Main.lean:20:24: error: Application type mismatch: The argument
  hx
has type
  x ∈ Ioi a
but is expected to have type
  ?m.155 < ?m.154
in the application
  sub_pos.mpr hx
```

What went wrong. The error lies in the step showing that x − a is positive when x is above a. There `hx` has type `x ∈ Ioi a`, which by definition means `a < x`, while `sub_pos.mpr` wants an inequality. The message shows that both sides of that inequality were still unknown (`?m.155 < ?m.154`) when Lean checked `hx`. The goal, itself a membership in `Ioi 0`, had not fixed them, and Lean did not match the membership with so open an inequality.

The repair writes both inequalities out. The line `have hx' : a < x := hx` is accepted because the two sides are now given, and Lean can check that the membership unfolds to exactly this. Likewise `show 0 < x - a` restates the goal as the inequality it stands for. `linarith` then gets the second from the first. That last change is a matter of choice, since `sub_pos.mpr hx'` would also do once both inequalities are explicit.

The change, after which it compiles:

```diff
@@ -18,5 +18,7 @@
       rwa [sub_self] at h'
     · filter_upwards [self_mem_nhdsWithin] with x hx
-      exact sub_pos.mpr hx
+      have hx' : a < x := hx
+      show 0 < x - a
+      linarith
   have h0 : ContinuousAt (fun x : ℝ => Real.log (b - x)) a :=
     ContinuousAt.log (by fun_prop) (sub_pos.mpr hab).ne'
```
